# A rank condition for the 18-electron count in a two-energy orbital model

How many electrons can a transition-metal complex hold before it must fill levels above its metal orbitals? The answer depends on what is counted as a level, and here a level is a real root of the characteristic polynomial of a one-electron Hamiltonian, taken with its multiplicity. Each level holds two electrons, and the capacity up to an energy is twice the number of levels that do not exceed it.

## How the coupling sorts the levels

Take $m$ metal orbitals at energy $a$ and $L$ ligand orbitals at energy $b<a$, so that the ligand donor orbitals lie below the metal orbitals. Let a real $m\times L$ matrix $V$ of rank $r$ couple them:

$$H=\begin{pmatrix} aI_m & V\\ V^T & bI_L\end{pmatrix}.$$

Then $H$ has $r$ levels below $b$, $L-r$ at $b$, $m-r$ at $a$ and $r$ above $a$. The levels up to $a$ hold $2(m+L-r)$ electrons, which is $2m$ exactly when $r=L$. This rank condition means that every nonzero combination of ligand orbitals couples to the metal.

To derive this, multiply $x-H$ on the right by a block triangular matrix:

$$\begin{pmatrix}(x-a)I&-V\\-V^T&(x-b)I\end{pmatrix}\begin{pmatrix}I&V\\0&(x-a)I\end{pmatrix}=\begin{pmatrix}(x-a)I&0\\-V^T&(x-a)(x-b)I-V^TV\end{pmatrix}.$$

The upper right block vanishes because $(x-a)V-V(x-a)=0$. Taking determinants gives

$$\det(x-H)\,(x-a)^L=(x-a)^m\det\big((x-a)(x-b)I-V^TV\big).$$

Nothing has been divided by $x-a$, so the identity also holds at $x=a$.

The matrix $V^TV$ is symmetric, and $u^TV^TVu=|Vu|^2\ge0$ for every real vector $u$. Its eigenvalues $\mu_i$, with $i$ running over the $L$ indices from $0$ to $L-1$, are therefore real and nonnegative. The last determinant is the product of the factors $(x-a)(x-b)-\mu_i$. Since $\big(\tfrac{a+b}2\big)^2-ab=\big(\tfrac{a-b}2\big)^2$, the roots of each factor are

$$\varepsilon_\mp(\mu_i)=\frac{a+b}2\mp\sqrt{\Big(\frac{a-b}2\Big)^2+\mu_i}.$$

Comparing roots on both sides, the levels of $H$ together with $L$ extra copies of $a$ are $m$ copies of $a$ together with all the $\varepsilon_-(\mu_i)$ and $\varepsilon_+(\mu_i)$.

If $\mu_i>0$, the square root exceeds $(a-b)/2$, so $\varepsilon_-(\mu_i)<b$ and $\varepsilon_+(\mu_i)>a$. If $\mu_i=0$, the pair is $b$ and $a$. If $V^TVu=0$, then $|Vu|^2=0$ and $Vu=0$; hence $V^TV$ and $V$ have the same kernel and the same rank, and exactly $r$ of the $\mu_i$ are positive.

The pairs thus supply $r$ levels below $b$, $L-r$ at $b$, $L-r$ at $a$ and $r$ above $a$. Adding the $m$ copies of $a$ and removing the $L$ extra ones leaves $m-r$ at $a$. The number of levels up to $a$ is $r+(L-r)+(m-r)=m+L-r$. For $m=9$ and $r=L$ they hold 18 electrons.

## The Hamiltonian and its levels in Lean

The letters `m` and `L` are numbers of orbitals, not a magnetic quantum number or a ligand symbol. Either may be zero.

```lean
import Mathlib

open Matrix Polynomial
open scoped Finset

namespace EighteenElectron

noncomputable section

variable {m L : ℕ}
```

The index type `Fin m ⊕ Fin L` lists the metal orbitals and then the ligand orbitals. The blocks `a • 1` and `b • 1` express two idealisations: all orbitals of one kind have the same energy, and orbitals of the same kind do not couple to each other. A third, that the basis is orthonormal, enters when the levels are taken from the ordinary characteristic polynomial, with no overlap matrix.

```lean
/-- The Hamiltonian of `m` metal orbitals at energy `a` and `L` ligand orbitals at energy `b`,
coupled by the real matrix `V`. -/
def hamiltonian (a b : ℝ) (V : Matrix (Fin m) (Fin L) ℝ) :
    Matrix (Fin m ⊕ Fin L) (Fin m ⊕ Fin L) ℝ :=
  Matrix.fromBlocks (a • 1) V Vᵀ (b • 1)
```

The levels form a multiset, so degenerate levels are counted separately.

```lean
/-- The real energy levels of a matrix, with multiplicity: the real roots of its characteristic
polynomial. -/
def levels {n : Type*} [Fintype n] [DecidableEq n] (H : Matrix n n ℝ) : Multiset ℝ :=
  H.charpoly.roots
```

The factor 2 stands for the two spin states. Electron repulsion does not enter.

```lean
/-- The number of electrons that fill all levels up to the energy `ε`, two in each. -/
def electronCapacity {n : Type*} [Fintype n] [DecidableEq n] (H : Matrix n n ℝ) (ε : ℝ) : ℕ :=
  2 * (levels H).countP (fun x => x ≤ ε)
```

The next two definitions are $\varepsilon_-$ and $\varepsilon_+$. For $b<a$ and $\mu=0$ the two energies are $b$ and $a$. The names `bonding` and `antibonding` are kept there, although a chemist would call both levels nonbonding.

```lean
/-- The lower energy of a metal-ligand pair with squared coupling `μ ≥ 0`. -/
def bonding (a b μ : ℝ) : ℝ := (a + b) / 2 - √(((a - b) / 2) ^ 2 + μ)

/-- The upper energy of a metal-ligand pair with squared coupling `μ ≥ 0`. -/
def antibonding (a b μ : ℝ) : ℝ := (a + b) / 2 + √(((a - b) / 2) ^ 2 + μ)
```

## From the secular determinant to the spectrum

Positive semidefiniteness of $V^TV$ makes its eigenvalues nonnegative. These eigenvalues, the squares of the singular values of $V$ together with $L-m$ further zeros if $L>m$, are called squared couplings and have the dimension of energy squared.

```lean
/-- The matrix `Vᵀ V` of the ligand orbitals is positive semidefinite. -/
theorem gram_posSemidef (V : Matrix (Fin m) (Fin L) ℝ) : (Vᵀ * V).PosSemidef := by
  rw [← Matrix.conjTranspose_eq_transpose_of_trivial]
  exact Matrix.posSemidef_conjTranspose_mul_self V

/-- The squared couplings: the eigenvalues of `Vᵀ V`. -/
def sqCoupling (V : Matrix (Fin m) (Fin L) ℝ) : Fin L → ℝ :=
  (gram_posSemidef V).isHermitian.eigenvalues
```

The determinant identity follows the block multiplication above. In the proof, `hx` writes $x-H$ in blocks, `hmul` is the matrix product, and `hdet` takes its determinant. The determinants of the block triangular matrices then factor into those of their diagonal blocks.

```lean
/-- The secular determinant of the complex at `x`, times `(x - a) ^ L`, equals that of `Vᵀ V` at
`(x - a) (x - b)`, times `(x - a) ^ m`. -/
theorem secular (a b x : ℝ) (V : Matrix (Fin m) (Fin L) ℝ) :
    (hamiltonian a b V).charpoly.eval x * (x - a) ^ L =
      (x - a) ^ m * (Vᵀ * V).charpoly.eval ((x - a) * (x - b)) := by
  have hx : Matrix.scalar (Fin m ⊕ Fin L) x - hamiltonian a b V =
      Matrix.fromBlocks ((x - a) • 1) (-V) (-Vᵀ) ((x - b) • 1) := by
    ext i j
    rcases i with i | i <;> rcases j with j | j
    · by_cases h : i = j <;> simp [hamiltonian, h]
    · simp [hamiltonian]
    · simp [hamiltonian]
    · by_cases h : i = j <;> simp [hamiltonian, h]
  -- eliminate the metal-ligand block without dividing by `x - a`
  have hmul : Matrix.fromBlocks ((x - a) • (1 : Matrix (Fin m) (Fin m) ℝ)) (-V) (-Vᵀ)
        ((x - b) • (1 : Matrix (Fin L) (Fin L) ℝ)) *
      Matrix.fromBlocks (1 : Matrix (Fin m) (Fin m) ℝ) V 0
        ((x - a) • (1 : Matrix (Fin L) (Fin L) ℝ)) =
      Matrix.fromBlocks ((x - a) • (1 : Matrix (Fin m) (Fin m) ℝ)) 0 (-Vᵀ)
        (Matrix.scalar (Fin L) ((x - a) * (x - b)) - Vᵀ * V) := by
    rw [Matrix.fromBlocks_multiply, Matrix.fromBlocks_inj]
    refine ⟨by simp, by simp, by simp, ?_⟩
    rw [Matrix.scalar_apply, ← Matrix.smul_one_eq_diagonal]
    simp only [Matrix.neg_mul, Matrix.smul_mul, Matrix.mul_smul, Matrix.one_mul]
    module
  have hdet := congrArg Matrix.det hmul
  rw [Matrix.det_mul, Matrix.det_fromBlocks_zero₂₁, Matrix.det_fromBlocks_zero₁₂] at hdet
  rw [Matrix.eval_charpoly, Matrix.eval_charpoly, hx]
  simpa only [Matrix.det_smul, Matrix.det_one, Fintype.card_fin, one_mul, mul_one] using hdet
```

The spectral identity keeps the $L$ extra copies of $a$ on the left, so no subtraction of multisets is needed. The polynomial identity `hpoly` is proved by comparing values at every real $x$. There `hq` states that the square of the square root is its argument, which is what factoring the quadratic requires. Because all the polynomials are nonzero, the roots of each product are the combined roots of its factors.

```lean
/-- The whole spectrum: the levels, with `L` further copies of `a`, are `m` copies of `a` and
one bonding and one antibonding energy for each squared coupling. -/
theorem levels_eq (a b : ℝ) (V : Matrix (Fin m) (Fin L) ℝ) :
    levels (hamiltonian a b V) + Multiset.replicate L a =
      Multiset.replicate m a +
        (Finset.univ.val.map (fun i => bonding a b (sqCoupling V i)) +
          Finset.univ.val.map (fun i => antibonding a b (sqCoupling V i))) := by
  have hpoly : (hamiltonian a b V).charpoly * (X - C a) ^ L =
      (X - C a) ^ m * ((∏ i, (X - C (bonding a b (sqCoupling V i)))) *
        ∏ i, (X - C (antibonding a b (sqCoupling V i)))) := by
    apply Polynomial.funext
    intro x
    have hs := secular a b x V
    rw [(gram_posSemidef V).isHermitian.charpoly_eq] at hs
    simp only [eval_mul, eval_pow, eval_sub, eval_X, eval_C, eval_prod,
      RCLike.ofReal_real_eq_id, id_eq] at hs ⊢
    rw [hs, ← Finset.prod_mul_distrib]
    congr 1
    refine Finset.prod_congr rfl fun i _ => ?_
    -- each squared coupling gives one quadratic factor
    have h0 : 0 ≤ sqCoupling V i := (gram_posSemidef V).eigenvalues_nonneg i
    have hq := Real.sq_sqrt (add_nonneg (sq_nonneg ((a - b) / 2)) h0)
    change (x - a) * (x - b) - sqCoupling V i = _
    unfold bonding antibonding
    linear_combination hq
  have hroots (f : Fin L → ℝ) : (∏ i, (X - C (f i))).roots = Finset.univ.val.map f := by
    have h := Polynomial.roots_multiset_prod_X_sub_C (Finset.univ.val.map f)
    rw [Multiset.map_map] at h
    exact h
  have hne (f : Fin L → ℝ) : (∏ i, (X - C (f i))) ≠ 0 :=
    Finset.prod_ne_zero_iff.mpr fun i _ => X_sub_C_ne_zero _
  have hpow (n : ℕ) : (X - C a) ^ n ≠ 0 := pow_ne_zero n (X_sub_C_ne_zero a)
  have h := congrArg Polynomial.roots hpoly
  rw [roots_mul (mul_ne_zero (Matrix.charpoly_monic _).ne_zero (hpow L)),
    roots_mul (mul_ne_zero (hpow m) (mul_ne_zero (hne _) (hne _))),
    roots_mul (mul_ne_zero (hne _) (hne _)), hroots, hroots, roots_pow, roots_pow,
    roots_X_sub_C, Multiset.nsmul_singleton, Multiset.nsmul_singleton] at h
  exact h
```

## Counting levels and electrons

The number of positive squared couplings comes from two facts: $V^TV$ has the rank of $V$, and the rank of a symmetric matrix is the number of its nonzero eigenvalues. Here nonzero means positive.

```lean
/-- The number of positive squared couplings is the rank of `V`. -/
theorem card_coupled (V : Matrix (Fin m) (Fin L) ℝ) : #{i | 0 < sqCoupling V i} = V.rank := by
  rw [← Matrix.rank_transpose_mul_self V,
    (gram_posSemidef V).isHermitian.rank_eq_card_non_zero_eigs, Fintype.card_subtype]
  congr 1
  ext i
  simp only [Finset.mem_filter, Finset.mem_univ, true_and]
  exact ⟨fun h => h.ne', fun h =>
    lt_of_le_of_ne ((gram_posSemidef V).eigenvalues_nonneg i) (Ne.symm h)⟩
```

The two cases for a single metal-ligand pair are stated as alternatives, each recording whether $\mu$ is positive.

```lean
/-- For `b < a`, a positive squared coupling pushes the pair of levels below `b` and above `a`,
and a vanishing one leaves them at `b` and `a`. -/
theorem pair_levels {a b μ : ℝ} (hab : b < a) (hμ : 0 ≤ μ) :
    (0 < μ ∧ bonding a b μ < b ∧ a < antibonding a b μ) ∨
      (¬ 0 < μ ∧ bonding a b μ = b ∧ antibonding a b μ = a) := by
  unfold bonding antibonding
  rcases hμ.lt_or_eq with h | h
  · have hs : (a - b) / 2 < √(((a - b) / 2) ^ 2 + μ) := Real.lt_sqrt_of_sq_lt (by linarith)
    exact Or.inl ⟨h, by linarith, by linarith⟩
  · subst h
    rw [add_zero, Real.sqrt_sq (by linarith)]
    exact Or.inr ⟨lt_irrefl 0, by ring, by ring⟩
```

The main theorem assumes only `b < a`. Its five parts give the numbers of levels below $b$, at $b$, at $a$, above $a$, and up to $a$. Three are written as sums, such as `+ V.rank = L`, to avoid subtraction of natural numbers. The last two parts together account for $m+L$ levels, so restricting to real roots loses none.

In the proof, `key` applies the pair lemma to every squared coupling, and `count` counts both sides of the spectral identity for any condition on the energy. The helpers `hr`, `hn` and `h0` handle conditions met by exactly the coupled pairs, exactly the uncoupled pairs, or none. For each part, `grind` identifies which case applies and `omega` finishes the integer arithmetic.

```lean
/-- For `b < a` and `V` of rank `r`, there are `r` levels below `b`, `L - r` at `b`, `m - r` at
`a` and `r` above `a`; `m + L - r` levels do not exceed `a`. -/
theorem level_count {a b : ℝ} (hab : b < a) (V : Matrix (Fin m) (Fin L) ℝ) :
    (levels (hamiltonian a b V)).countP (fun x => x < b) = V.rank ∧
    (levels (hamiltonian a b V)).countP (fun x => x = b) + V.rank = L ∧
    (levels (hamiltonian a b V)).countP (fun x => x = a) + V.rank = m ∧
    (levels (hamiltonian a b V)).countP (fun x => a < x) = V.rank ∧
    (levels (hamiltonian a b V)).countP (fun x => x ≤ a) + V.rank = m + L := by
  have key (i : Fin L) := pair_levels hab ((gram_posSemidef V).eigenvalues_nonneg i)
  change ∀ i, (0 < sqCoupling V i ∧ bonding a b (sqCoupling V i) < b ∧
    a < antibonding a b (sqCoupling V i)) ∨ (¬ 0 < sqCoupling V i ∧
    bonding a b (sqCoupling V i) = b ∧ antibonding a b (sqCoupling V i) = a) at key
  have hrep (p : ℝ → Prop) [DecidablePred p] (n : ℕ) :
      (Multiset.replicate n a).countP p = if p a then n else 0 := by
    induction n with
    | zero => simp
    | succ n ih =>
      rw [Multiset.replicate_succ, Multiset.countP_cons, ih]
      split_ifs <;> simp
  -- count both sides of the spectral identity
  have count (p : ℝ → Prop) [DecidablePred p] :
      (levels (hamiltonian a b V)).countP p + (if p a then L else 0) =
        (if p a then m else 0) + (#{i | p (bonding a b (sqCoupling V i))} +
          #{i | p (antibonding a b (sqCoupling V i))}) := by
    have h := congrArg (Multiset.countP p) (levels_eq a b V)
    simp only [Multiset.countP_add, Multiset.countP_map, hrep] at h
    exact h
  have hr {q : Fin L → Prop} [DecidablePred q] (h : ∀ i, q i ↔ 0 < sqCoupling V i) :
      #{i | q i} = V.rank :=
    (congrArg Finset.card (Finset.filter_congr fun i _ => h i)).trans (card_coupled V)
  have hn {q : Fin L → Prop} [DecidablePred q] (h : ∀ i, q i ↔ ¬ 0 < sqCoupling V i) :
      #{i | q i} + V.rank = L := by
    rw [← card_coupled V, Finset.card_filter, Finset.card_filter, ← Finset.sum_add_distrib]
    calc _ = ∑ _i : Fin L, 1 := Finset.sum_congr rfl fun i _ => by
            by_cases hi : 0 < sqCoupling V i <;> simp [h, hi]
      _ = L := by simp
  have h0 {q : Fin L → Prop} [DecidablePred q] (h : ∀ i, ¬ q i) : #{i | q i} = 0 := by
    simp [h]
  refine ⟨?_, ?_, ?_, ?_, ?_⟩
  · have c := count (fun x => x < b)
    have e1 : #{i | bonding a b (sqCoupling V i) < b} = V.rank := hr fun i => by grind
    have e2 : #{i | antibonding a b (sqCoupling V i) < b} = 0 := h0 fun i => by grind
    simp only [e1, e2, hab.not_gt, if_false] at c
    omega
  · have c := count (fun x => x = b)
    have e1 : #{i | bonding a b (sqCoupling V i) = b} + V.rank = L := hn fun i => by grind
    have e2 : #{i | antibonding a b (sqCoupling V i) = b} = 0 := h0 fun i => by grind
    simp only [e2, hab.ne', if_false] at c
    omega
  · have c := count (fun x => x = a)
    have e1 : #{i | bonding a b (sqCoupling V i) = a} = 0 := h0 fun i => by grind
    have e2 : #{i | antibonding a b (sqCoupling V i) = a} + V.rank = L := hn fun i => by grind
    simp only [e1, if_true] at c
    omega
  · have c := count (fun x => a < x)
    have e1 : #{i | a < bonding a b (sqCoupling V i)} = 0 := h0 fun i => by grind
    have e2 : #{i | a < antibonding a b (sqCoupling V i)} = V.rank := hr fun i => by grind
    simp only [e1, e2, lt_irrefl, if_false] at c
    omega
  · have c := count (fun x => x ≤ a)
    have e1 : #{i | bonding a b (sqCoupling V i) ≤ a} = L := by
      rw [Finset.filter_true_of_mem fun i _ => by grind]
      simp
    have e2 : #{i | antibonding a b (sqCoupling V i) ≤ a} + V.rank = L := hn fun i => by grind
    simp only [e1, le_refl, if_true] at c
    omega
```

The capacity criterion follows from the fifth part: if $c$ levels lie at or below $a$, then $c+r=m+L$, so $2c=2m$ exactly when $r=L$. When the rank is smaller, each of the $L-r$ uncoupled ligand combinations adds two electrons to the capacity.

```lean
/-- For `b < a`, filling all levels up to the metal energy `a` takes `2 m` electrons exactly when
`V` has rank `L`. -/
theorem capacity_eq_iff {a b : ℝ} (hab : b < a) (V : Matrix (Fin m) (Fin L) ℝ) :
    electronCapacity (hamiltonian a b V) a = 2 * m ↔ V.rank = L := by
  have h := (level_count hab V).2.2.2.2
  unfold electronCapacity
  omega
```

For full column rank, $r=L$, which requires $L\le m$, the count becomes $L$ bonding levels, $m-L$ levels left at the metal energy and $L$ antibonding levels.

```lean
/-- For `b < a` and `V` of rank `L`, exactly `L` levels lie below `b`, `m - L` equal `a` and `L`
exceed `a`, and filling the levels up to `a` takes `2 m` electrons. -/
theorem full_rank_count {a b : ℝ} (hab : b < a) (V : Matrix (Fin m) (Fin L) ℝ)
    (hV : V.rank = L) :
    (levels (hamiltonian a b V)).countP (fun x => x < b) = L ∧
    (levels (hamiltonian a b V)).countP (fun x => x = a) + L = m ∧
    (levels (hamiltonian a b V)).countP (fun x => a < x) = L ∧
    electronCapacity (hamiltonian a b V) a = 2 * m := by
  obtain ⟨h1, -, h3, h4, -⟩ := level_count hab V
  rw [hV] at h1 h3 h4
  exact ⟨h1, h3, h4, (capacity_eq_iff hab V).mpr hV⟩
```

Nine metal orbitals represent one $s$, three $p$ and five $d$ orbitals, placed here at a common energy.

```lean
/-- The 18-electron rule of the model: with nine metal orbitals at `a` and `L` ligand orbitals at
`b < a`, the levels up to `a` hold 18 electrons exactly when `V` has rank `L`. -/
theorem eighteen_electron_rule {a b : ℝ} (hab : b < a) (V : Matrix (Fin 9) (Fin L) ℝ) :
    electronCapacity (hamiltonian a b V) a = 18 ↔ V.rank = L :=
  capacity_eq_iff hab V

end

end EighteenElectron
```

```lean
#print axioms EighteenElectron.full_rank_count
#print axioms EighteenElectron.eighteen_electron_rule
```

```
'EighteenElectron.full_rank_count' depends on axioms: [propext, Classical.choice, Quot.sound]
'EighteenElectron.eighteen_electron_rule' depends on axioms: [propext, Classical.choice, Quot.sound]
```

The last theorem is about capacity. The chemist's 18-electron rule is a statement about stability, and the step to it is the assumption that a stable complex fills every level up to $a$ and none above. For electronic-structure models of this non-interacting, two-energy form, the result shows that the capacity up to $a$ depends on the couplings only through their rank, not on their strengths.
